# A conserved, field-corrected Runge–Lenz component gives the parabolic separation constant of the classical Stark problem

A classical hydrogen trajectory in a uniform static electric field splits into one-dimensional motions in parabolic coordinates, with a separation constant fixed by the starting position and momentum. For a nonrelativistic electron and a fixed point nucleus, one evaluation of a quantity $C$ gives it. In atomic units, with the $z$ axis along the field and the two separated expressions adding up to 1, the one for the coordinate $\xi=|\mathbf r|+z$ equals $(1-C)/2$ wherever $\xi>0$. The value of $C$ stays the same along the orbit as long as the electron does not hit the nucleus.

In atomic units the electron obeys $\mathbf r''=-\mathbf r/\rho^3-F\mathbf e_z$, with $\rho=|\mathbf r|$, $\mathbf p=\mathbf r'$ and $F$ the field strength. Put $\mathbf L=\mathbf r\times\mathbf p$ and

$$E=\tfrac12p^2-\tfrac1\rho+Fz,\qquad C=\Big(\mathbf p\times\mathbf L-\frac{\mathbf r}{\rho}\Big)_z-\tfrac F2(x^2+y^2).$$

At $F=0$, $C$ is the $z$ component of the Runge–Lenz vector. The parabolic coordinates are $\xi=\rho+z$ and $\eta=\rho-z$. Where both are positive, let $p_\xi=(\mathbf r\cdot\mathbf p+\rho p_z)/(2\xi)$ and $p_\eta=(\mathbf r\cdot\mathbf p-\rho p_z)/(2\eta)$. Multiplying the energy equation by $\rho=(\xi+\eta)/2$ gives $\beta_1+\beta_2=1$, where

$$\beta_1=\xi p_\xi^2+\frac{L_z^2}{4\xi}-\frac{E\xi}2+\frac{F\xi^2}4,\qquad \beta_2=\eta p_\eta^2+\frac{L_z^2}{4\eta}-\frac{E\eta}2-\frac{F\eta^2}4.$$

Each expression involves one coordinate and its momentum, besides the constants of motion. The Lean text starts from $\beta_1$ and $\beta_2$ as definitions; this splitting of the energy equation is done only here in prose.

In the code, vectors are functions `Fin 3 → ℝ`, with indices 0, 1, 2 for $x,y,z$. The distance is `rad`, the square root of $\mathbf r\cdot\mathbf r$, because the built-in norm on this type is the largest absolute component.

```lean
import Mathlib

open Matrix

namespace StarkParabolic

noncomputable section

/-- The distance `|r|` of the electron from the nucleus. -/
def rad (r : Fin 3 → ℝ) : ℝ := √(r ⬝ᵥ r)

/-- The angular momentum `L = r × p`. -/
def angMom (r p : Fin 3 → ℝ) : Fin 3 → ℝ := r ⨯₃ p

/-- The Coulomb attraction plus the uniform force `-F e_z`, in atomic units, for `r ≠ 0`. -/
def force (F : ℝ) (r : Fin 3 → ℝ) : Fin 3 → ℝ :=
  -(1 / rad r ^ 3) • r - F • ![0, 0, 1]

/-- The energy `p²/2 - 1/|r| + F z`, for `r ≠ 0`. -/
def energy (F : ℝ) (r p : Fin 3 → ℝ) : ℝ :=
  (p ⬝ᵥ p) / 2 - 1 / rad r + F * r 2

/-- The quantity `C = (p × L - r/|r|)_z - F (x² + y²)/2`, for `r ≠ 0`. -/
def starkC (F : ℝ) (r p : Fin 3 → ℝ) : ℝ :=
  (p ⨯₃ angMom r p - (1 / rad r) • r) 2 - F * (r 0 ^ 2 + r 1 ^ 2) / 2

/-- The parabolic coordinate `ξ = |r| + z`. -/
def xi (r : Fin 3 → ℝ) : ℝ := rad r + r 2

/-- The parabolic coordinate `η = |r| - z`. -/
def eta (r : Fin 3 → ℝ) : ℝ := rad r - r 2

/-- The separation expression belonging to `ξ`, for `ξ > 0`. -/
def beta1 (F : ℝ) (r p : Fin 3 → ℝ) : ℝ :=
  ((r ⬝ᵥ p + rad r * p 2) ^ 2 + angMom r p 2 ^ 2) / (4 * xi r)
    - energy F r p * xi r / 2 + F * xi r ^ 2 / 4

/-- The separation expression belonging to `η`, for `η > 0`. -/
def beta2 (F : ℝ) (r p : Fin 3 → ℝ) : ℝ :=
  ((r ⬝ᵥ p - rad r * p 2) ^ 2 + angMom r p 2 ^ 2) / (4 * eta r)
    - energy F r p * eta r / 2 - F * eta r ^ 2 / 4
```

The assumptions on the motion are collected in `IsOrbit`: the curves avoid the nucleus and satisfy both first-order equations at every time in a set `S`. The field `F` may be any real number. This is an idealised model: a real atom is quantum mechanical, its nucleus can move, and relativity and radiation are neglected here.

```lean
/-- The curves `r`, `p` solve `r' = p`, `p' = -r/|r|³ - F e_z` at all times in `S`
and avoid the nucleus there. -/
structure IsOrbit (F : ℝ) (S : Set ℝ) (r p : ℝ → Fin 3 → ℝ) : Prop where
  ne_zero : ∀ t ∈ S, r t ≠ 0
  velocity : ∀ t ∈ S, HasDerivAt r (p t) t
  newton : ∀ t ∈ S, HasDerivAt p (force F (r t)) t
```

## The electron stays off the nucleus

Physically, `ne_zero` excludes collisions, where the Coulomb force diverges. By hand it is used when $\rho$ and $1/\rho$ are differentiated:

$$\rho'=\frac{\mathbf r\cdot\mathbf p}{\rho},\qquad \Big(\frac1\rho\Big)'=-\frac{\mathbf r\cdot\mathbf p}{\rho^3}.$$

Without it the force and the potential have no physical value at the collision, and this argument cannot carry $C$ through it.

In the proof, `rad_pos_sq` turns $\mathbf r\ne0$ into $\rho>0$ and $\rho^2=x^2+y^2+z^2$.

```lean
/-- Away from the nucleus `|r|` is positive and `|r|² = x² + y² + z²`. -/
theorem rad_pos_sq {r : Fin 3 → ℝ} (hr : r ≠ 0) :
    0 < rad r ∧ rad r ^ 2 = r 0 ^ 2 + r 1 ^ 2 + r 2 ^ 2 := by
  have e : r ⬝ᵥ r = r 0 ^ 2 + r 1 ^ 2 + r 2 ^ 2 := by
    simp only [dotProduct, Fin.sum_univ_three]
    ring
  have hp : 0 < r ⬝ᵥ r :=
    lt_of_le_of_ne (by rw [e]; positivity)
      fun h0 => hr (dotProduct_self_eq_zero.1 h0.symm)
  exact ⟨Real.sqrt_pos.2 hp, by rw [rad, Real.sq_sqrt hp.le, e]⟩
```

The component formulas need no hypothesis. From $\mathbf p\times\mathbf L=p^2\mathbf r-(\mathbf r\cdot\mathbf p)\mathbf p$, and with $w=p_x^2+p_y^2$ and $\sigma=xp_x+yp_y$,

$$L_z=xp_y-yp_x,\qquad C=zw-p_z\sigma-\frac z\rho-\frac F2(x^2+y^2).$$

```lean
/-- `L_z` and `C` written out in Cartesian components. -/
theorem components (F : ℝ) (r p : Fin 3 → ℝ) :
    angMom r p 2 = r 0 * p 1 - r 1 * p 0 ∧
    starkC F r p = r 2 * (p 0 * p 0 + p 1 * p 1) - p 2 * (r 0 * p 0 + r 1 * p 1)
      - r 2 * (1 / rad r) - F / 2 * (r 0 * r 0 + r 1 * r 1) := by
  constructor
  · simp [angMom, cross_apply]
  · simp [starkC, angMom, cross_apply]
    ring
```

The next lemma is the formula for $\rho'$. It applies the chain rule to the square root, whose argument is nonzero by `rad_pos_sq`.

```lean
/-- Away from the nucleus the distance changes at the rate `r·p/|r|`, where `p = r'`. -/
theorem hasDerivAt_rad {r : ℝ → Fin 3 → ℝ} {v : Fin 3 → ℝ} {t : ℝ}
    (h : HasDerivAt r v t) (hr : r t ≠ 0) :
    HasDerivAt (fun τ => rad (r τ)) ((r t ⬝ᵥ v) / rad (r t)) t := by
  have e : ∀ q : Fin 3 → ℝ, rad q = √(q 0 * q 0 + q 1 * q 1 + q 2 * q 2) := fun q => by
    simp only [rad, dotProduct, Fin.sum_univ_three]
  have hi := hasDerivAt_pi.1 h
  have hne : r t 0 * r t 0 + r t 1 * r t 1 + r t 2 * r t 2 ≠ 0 := by
    have h1 := rad_pos_sq hr
    nlinarith [pow_pos h1.1 2]
  rw [funext fun τ => e (r τ)]
  refine (((((hi 0).fun_mul (hi 0)).fun_add ((hi 1).fun_mul (hi 1))).fun_add
    ((hi 2).fun_mul (hi 2))).sqrt hne).congr_deriv ?_
  simp only [e, dotProduct, Fin.sum_univ_three]
  ring
```

## The force is Coulomb attraction plus a constant

The fields `velocity` and `newton` say that $\mathbf p$ is the velocity and that nothing acts besides the nucleus and a static, uniform field. By hand, they make three derivatives vanish. For the energy,

$$E'=\mathbf p\cdot\mathbf p'+\frac{\mathbf r\cdot\mathbf p}{\rho^3}+Fp_z=0,$$

and for the angular momentum, $L_z'=xp_y'-yp_x'=(-xy+yx)/\rho^3=0$. For $C$, the product rule gives

$$C'=p_zw+2z(p_xp_x'+p_yp_y')-p_z'\sigma-p_z(w+xp_x'+yp_y')-\frac{p_z}\rho+\frac{z\,\mathbf r\cdot\mathbf p}{\rho^3}-F\sigma.$$

Insert $p_xp_x'+p_yp_y'=-\sigma/\rho^3$, $xp_x'+yp_y'=-(x^2+y^2)/\rho^3$, $p_z'=-z/\rho^3-F$ and $\mathbf r\cdot\mathbf p=\sigma+zp_z$. The terms in $w$ cancel, as do $+F\sigma$ and $-F\sigma$, and the terms in $z\sigma/\rho^3$ have coefficients $-2+1+1=0$. What remains is

$$C'=p_z\Big(\frac{x^2+y^2+z^2}{\rho^3}-\frac1\rho\Big)=0.$$

If the field varies in time, the conservation can fail: with $C$ formed from the momentary value of $F$, one gets $C'=-F'(t)(x^2+y^2)/2$, which is nonzero off the $z$ axis whenever $F'(t)\ne0$.

In the proof, `f0`, `f1` and `f2` are the force components, and `u` is the derivative of $1/\rho$. Each part assembles a derivative by the product rule and then shows that it is zero. For $C$, the last step uses `hk`, which is $1/\rho=(x^2+y^2+z^2)/\rho^3$.

```lean
/-- Along an orbit the time derivatives of the energy, of `L_z` and of `C` vanish. -/
theorem hasDerivAt_constants {F : ℝ} {S : Set ℝ} {r p : ℝ → Fin 3 → ℝ}
    (h : IsOrbit F S r p) {t : ℝ} (ht : t ∈ S) :
    HasDerivAt (fun τ => energy F (r τ) (p τ)) 0 t ∧
    HasDerivAt (fun τ => angMom (r τ) (p τ) 2) 0 t ∧
    HasDerivAt (fun τ => starkC F (r τ) (p τ)) 0 t := by
  obtain ⟨hpos, hsq⟩ := rad_pos_sq (h.ne_zero t ht)
  have x := hasDerivAt_pi.1 (h.velocity t ht)
  have q := hasDerivAt_pi.1 (h.newton t ht)
  have f0 : force F (r t) 0 = -(1 / rad (r t) ^ 3) * r t 0 := by simp [force]
  have f1 : force F (r t) 1 = -(1 / rad (r t) ^ 3) * r t 1 := by simp [force]
  have f2 : force F (r t) 2 = -(1 / rad (r t) ^ 3) * r t 2 - F := by simp [force]
  -- the Coulomb potential along the orbit
  have u : HasDerivAt (fun τ => 1 / rad (r τ)) (-(r t ⬝ᵥ p t) / rad (r t) ^ 3) t :=
    ((hasDerivAt_const t (1 : ℝ)).fun_div
      (hasDerivAt_rad (h.velocity t ht) (h.ne_zero t ht)) hpos.ne').congr_deriv (by ring)
  refine ⟨?_, ?_, ?_⟩
  · simp only [energy, dotProduct, Fin.sum_univ_three]
    refine ((((((q 0).fun_mul (q 0)).fun_add ((q 1).fun_mul (q 1))).fun_add
      ((q 2).fun_mul (q 2))).div_const 2).fun_sub u |>.fun_add
      ((x 2).const_mul F)).congr_deriv ?_
    simp only [f0, f1, f2, dotProduct, Fin.sum_univ_three]
    ring
  · rw [funext fun τ => (components F (r τ) (p τ)).1]
    refine (((x 0).fun_mul (q 1)).fun_sub ((x 1).fun_mul (q 0))).congr_deriv ?_
    simp only [f0, f1]
    ring
  · rw [funext fun τ => (components F (r τ) (p τ)).2]
    have hk : 1 / rad (r t)
        = (r t 0 ^ 2 + r t 1 ^ 2 + r t 2 ^ 2) * (1 / rad (r t) ^ 3) := by
      rw [← hsq]
      field_simp
    refine (((((x 2).fun_mul (((q 0).fun_mul (q 0)).fun_add ((q 1).fun_mul (q 1)))).fun_sub
      ((q 2).fun_mul (((x 0).fun_mul (q 0)).fun_add ((x 1).fun_mul (q 1))))).fun_sub
      ((x 2).fun_mul u)).fun_sub
      ((((x 0).fun_mul (x 0)).fun_add ((x 1).fun_mul (x 1))).const_mul (F / 2))).congr_deriv ?_
    simp only [f0, f1, f2, dotProduct, Fin.sum_univ_three]
    -- the field terms cancel; the Coulomb terms cancel by `|r|² = x² + y² + z²`
    linear_combination (-(p t 2)) * hk
```

## The times form one interval

`Convex ℝ S` says that no time between two times of `S` is missing. By hand this is the step from "zero derivative" to "constant". Without it, `S` could consist of two separated intervals carrying unrelated orbits with different values of $C$.

In the proof, the mean value inequality with derivative bound zero gives $|f(t)-f(s)|\le0$, here for $f=E$, $L_z$ and $C$.

```lean
/-- On a time interval the energy, `L_z` and `C` take the same values at any two times
of an orbit. -/
theorem constants_eq {F : ℝ} {S : Set ℝ} {r p : ℝ → Fin 3 → ℝ} (hS : Convex ℝ S)
    (h : IsOrbit F S r p) {s t : ℝ} (hs : s ∈ S) (ht : t ∈ S) :
    energy F (r t) (p t) = energy F (r s) (p s) ∧
    angMom (r t) (p t) 2 = angMom (r s) (p s) 2 ∧
    starkC F (r t) (p t) = starkC F (r s) (p s) := by
  have key : ∀ f : ℝ → ℝ, (∀ τ ∈ S, HasDerivAt f 0 τ) → f t = f s := by
    intro f hf
    have b := hS.norm_image_sub_le_of_norm_hasDerivWithin_le (f := f) (f' := fun _ => 0)
      (C := 0) (fun τ hτ => (hf τ hτ).hasDerivWithinAt) (fun τ _ => by simp) hs ht
    rw [zero_mul] at b
    exact sub_eq_zero.1 (norm_le_zero_iff.1 b)
  exact ⟨key _ fun τ hτ => (hasDerivAt_constants h hτ).1,
    key _ fun τ hτ => (hasDerivAt_constants h hτ).2.1,
    key _ fun τ hτ => (hasDerivAt_constants h hτ).2.2⟩
```

## The coordinate ξ is positive

For $\mathbf r\neq0$, $\xi=0$ means that the electron sits on the negative $z$ axis. The condition $\xi>0$ is needed to divide by $4\xi$; the identity before that division needs only $\mathbf r\ne0$. Since $\mathbf r\cdot\mathbf p+\rho p_z=\sigma+\xi p_z$ and $\sigma^2+L_z^2=(x^2+y^2)w=\xi(\rho-z)w$,

$$(\mathbf r\cdot\mathbf p+\rho p_z)^2+L_z^2=\xi\big[(\rho-z)w+2\sigma p_z+\xi p_z^2\big].$$

On the other side, insert $E$ and $C$ into $2E\xi-F\xi^2+2(1-C)$:

- The kinetic terms are $\xi(w+p_z^2)-2zw+2\sigma p_z=(\rho-z)w+2\sigma p_z+\xi p_z^2$.
- The Coulomb terms and the constant give $-2\xi/\rho+2+2z/\rho=0$.
- The field terms give $F\xi\,[2z-\xi+(\rho-z)]=0$.

Hence

$$(\mathbf r\cdot\mathbf p+\rho p_z)^2+L_z^2=2E\xi^2-F\xi^3+2(1-C)\xi .$$

Dividing by $4\xi$ and subtracting $E\xi/2-F\xi^2/4$ leaves $\beta_1=(1-C)/2$. This holds for any position and momentum with $\xi>0$; no equation of motion enters.

In `xi_identity`, the relations `hsq` ($\rho^2=x^2+y^2+z^2$) and `hu` ($\rho\cdot1/\rho=1$) are combined linearly to do this cancellation.

```lean
/-- Away from the nucleus, `(r·p + |r| p_z)² + L_z²` is a polynomial of degree at most 3 in `ξ` with
coefficients made of `E`, `F` and `C`. -/
theorem xi_identity (F : ℝ) {r : Fin 3 → ℝ} (p : Fin 3 → ℝ) (hr : r ≠ 0) :
    (r ⬝ᵥ p + rad r * p 2) ^ 2 + angMom r p 2 ^ 2
      = 2 * energy F r p * xi r ^ 2 - F * xi r ^ 3 + 2 * (1 - starkC F r p) * xi r := by
  obtain ⟨hpos, hsq⟩ := rad_pos_sq hr
  have hu : rad r * (1 / rad r) = 1 := mul_one_div_cancel hpos.ne'
  rw [(components F r p).1, (components F r p).2]
  simp only [energy, xi, dotProduct, Fin.sum_univ_three]
  linear_combination (-(p 0 ^ 2 + p 1 ^ 2) + F * (rad r + r 2)) * hsq
    + 2 * (rad r + r 2) * hu
```

`beta1_eq` first deduces $\mathbf r\ne0$ from $\xi>0$, then substitutes the identity and divides. Without $\xi>0$ the equality can fail: on the negative $z$ axis Lean's division by zero makes `beta1` equal to 0, whereas $(1-C)/2=\rho w/2$, which is positive if the electron has transverse momentum.

```lean
/-- Where `ξ > 0`, the separation expression `β₁` equals `(1 - C)/2`. -/
theorem beta1_eq (F : ℝ) {r : Fin 3 → ℝ} (p : Fin 3 → ℝ) (hxi : 0 < xi r) :
    beta1 F r p = (1 - starkC F r p) / 2 := by
  have hr : r ≠ 0 := by
    rintro rfl
    simp [xi, rad] at hxi
  have hne := hxi.ne'
  rw [beta1, xi_identity F p hr]
  field_simp
  ring
```

The reflection $z\to-z$, $p_z\to-p_z$, $F\to-F$ exchanges $\xi$ with $\eta$ and reverses the sign of $C$. It turns the identity into

$$(\mathbf r\cdot\mathbf p-\rho p_z)^2+L_z^2=2E\eta^2+F\eta^3+2(1+C)\eta,$$

so $\beta_2=(1+C)/2$ where $\eta>0$, that is, away from the nucleus and the positive $z$ axis. The proof repeats the algebra with the signs changed.

```lean
/-- Where `η > 0`, the separation expression `β₂` equals `(1 + C)/2`. -/
theorem beta2_eq (F : ℝ) {r : Fin 3 → ℝ} (p : Fin 3 → ℝ) (heta : 0 < eta r) :
    beta2 F r p = (1 + starkC F r p) / 2 := by
  have hr : r ≠ 0 := by
    rintro rfl
    simp [eta, rad] at heta
  obtain ⟨hpos, hsq⟩ := rad_pos_sq hr
  have hu : rad r * (1 / rad r) = 1 := mul_one_div_cancel hpos.ne'
  -- the mirror image of `xi_identity` under `z → -z`, `p_z → -p_z`, `F → -F`
  have key : (r ⬝ᵥ p - rad r * p 2) ^ 2 + angMom r p 2 ^ 2
      = 2 * energy F r p * eta r ^ 2 + F * eta r ^ 3
        + 2 * (1 + starkC F r p) * eta r := by
    rw [(components F r p).1, (components F r p).2]
    simp only [energy, eta, dotProduct, Fin.sum_univ_three]
    linear_combination (-(p 0 ^ 2 + p 1 ^ 2) - F * (rad r - r 2)) * hsq
      + 2 * (rad r - r 2) * hu
  have hne := heta.ne'
  rw [beta2, key]
  field_simp
  ring
```

## One value of C for the whole orbit

The main theorem takes an orbit on a time interval and any two of its times, `s` and `t`. It says that $C(t)=C(s)$ and that, if $\xi(t)>0$, then $\beta_1(t)=(1-C(s))/2$. Only the second part needs positive $\xi$, so an orbit may cross the negative $z$ axis and keep its $C$. The proof joins `constants_eq` to `beta1_eq`.

```lean
/-- Along an orbit on a time interval `C` is constant, and at every time with `ξ > 0`
the expression `β₁` equals `(1 - C)/2` with `C` taken at any reference time `s`. -/
theorem stark_separation_constant {F : ℝ} {S : Set ℝ} {r p : ℝ → Fin 3 → ℝ}
    (hS : Convex ℝ S) (h : IsOrbit F S r p) {s t : ℝ} (hs : s ∈ S) (ht : t ∈ S) :
    starkC F (r t) (p t) = starkC F (r s) (p s) ∧
    (0 < xi (r t) → beta1 F (r t) (p t) = (1 - starkC F (r s) (p s)) / 2) := by
  have hC := (constants_eq hS h hs ht).2.2
  exact ⟨hC, fun hxi => by rw [beta1_eq F (p t) hxi, hC]⟩
```

The last theorem gives the radial-type equation for $\xi$. Since $\xi'=\mathbf r\cdot\mathbf p/\rho+p_z$, we have $\rho\xi'=\mathbf r\cdot\mathbf p+\rho p_z$, and the identity becomes

$$(\rho\,\xi')^2=2E\xi^2-F\xi^3+2(1-C)\xi-L_z^2,$$

with $E$, $L_z$ and $C$ taken at time `s`. The hypothesis `hv` only names the derivative $\xi'(t)$ as `v`; without it, `v` would be an unrelated number. The proof uses uniqueness of the derivative to identify `v`, then conservation and `xi_identity`. The factor $\rho=(\xi+\eta)/2$ still contains $\eta$; in a rescaled time $\tau$ with $d\tau=dt/\rho$, the equation involves $\xi$ alone.

```lean
/-- Along an orbit on a time interval `(|r| ξ')²` is a polynomial of degree at most 3 in `ξ` whose
coefficients are fixed by `F` and by `E`, `L_z`, `C` at a reference time `s`. -/
theorem xi_motion {F : ℝ} {S : Set ℝ} {r p : ℝ → Fin 3 → ℝ}
    (hS : Convex ℝ S) (h : IsOrbit F S r p) {s t v : ℝ} (hs : s ∈ S) (ht : t ∈ S)
    (hv : HasDerivAt (fun τ => xi (r τ)) v t) :
    (rad (r t) * v) ^ 2 = 2 * energy F (r s) (p s) * xi (r t) ^ 2 - F * xi (r t) ^ 3
      + 2 * (1 - starkC F (r s) (p s)) * xi (r t) - angMom (r s) (p s) 2 ^ 2 := by
  have hr := h.ne_zero t ht
  have hne := (rad_pos_sq hr).1.ne'
  have hv' : v = (r t ⬝ᵥ p t) / rad (r t) + p t 2 :=
    hv.unique ((hasDerivAt_rad (h.velocity t ht) hr).fun_add
      (hasDerivAt_pi.1 (h.velocity t ht) 2))
  have e : rad (r t) * v = r t ⬝ᵥ p t + rad (r t) * p t 2 := by
    rw [hv', mul_add, mul_div_cancel₀ _ hne]
  obtain ⟨hE, hL, hC⟩ := constants_eq hS h hs ht
  rw [e, ← hE, ← hL, ← hC]
  linear_combination xi_identity F (p t) hr

end

end StarkParabolic
```

```lean
#print axioms StarkParabolic.beta2_eq
#print axioms StarkParabolic.stark_separation_constant
#print axioms StarkParabolic.xi_motion
```

```
'StarkParabolic.beta2_eq' depends on axioms: [propext, Classical.choice, Quot.sound]
'StarkParabolic.stark_separation_constant' depends on axioms: [propext, Classical.choice, Quot.sound]
'StarkParabolic.xi_motion' depends on axioms: [propext, Classical.choice, Quot.sound]
```

In quantum mechanics the same coordinates separate the Schrödinger equation of the Stark effect; the theorems here concern only the classical orbits of one electron.

## One-sided derivatives at the ends of a run

`IsOrbit` uses two-sided derivatives. If `S` is a closed interval $[0,T]$, the curves must therefore be differentiable across $0$ and $T$ as well. The structure could have used `HasDerivWithinAt`, the derivative taken within `S`. It would then accept a trajectory that is known only from its starting time onwards, and the conclusions about $C$ and $\beta_1$ would keep their form. The derivative lemmas would have to be restated for derivatives within `S`, which is the kind that the mean value inequality already takes.
